# Holomorphy and the $1/z$ sum rule of the coupled-cluster Green's function

A formal statement about a Green's function must first decide what an operator is. Here the state space has finite dimension $d$, as for the Fock space of a finite orbital basis, and every operator is a complex $d\times d$ matrix. The Hamiltonian $H$, the cluster operator $T$ and the complex number $E$ are arbitrary: $H$ need not be Hermitian or conserve particle number, and neither the amplitude equations nor any relation of $E$ to $H$ is assumed.

## Definitions

In Lean 4 with Mathlib:

```lean
import Mathlib

open Matrix Filter Topology Bornology NormedSpace

namespace CoupledClusterGreen

noncomputable section

variable {n ι : Type*} [Fintype n] [DecidableEq n] [DecidableEq ι]
```

The type `n` labels the $d$ basis states, so `Matrix n n ℂ` is an operator and `n → ℂ` a vector. The type `ι` labels the orbitals $p, q$.

```lean
/-- Similarity transform `exp(-T) X exp(T)` by the cluster operator `T`. -/
def bar (T X : Matrix n n ℂ) : Matrix n n ℂ := exp (-T) * X * exp T
```

`bar T X` is $\bar X = e^{-T} X e^{T}$, with the matrix exponential.

```lean
/-- The anticommutation relation `a_p a_q† + a_q† a_p = δ_pq`. -/
def MixedCAR (a : ι → Matrix n n ℂ) : Prop :=
  ∀ p q, a p * (a q)ᴴ + (a q)ᴴ * a p = if p = q then 1 else 0
```

The family `a` assigns an annihilation matrix $a_p$ to each orbital, and `ᴴ` is the conjugate transpose. `MixedCAR a` says $a_p a_q^\dagger + a_q^\dagger a_p = \delta_{pq}\mathbb 1$ for all $p,q$. The relation $\{a_p,a_q\}=0$ is never assumed.

```lean
/-- The resolvent `(z + M)⁻¹`. -/
def res (M : Matrix n n ℂ) (z : ℂ) : Matrix n n ℂ := (z • (1 : Matrix n n ℂ) + M)⁻¹
```

`res M z` is $R_M(z) = (z+M)^{-1}$, where `z • 1` is $z$ times the unit matrix. Mathlib gives a singular matrix the inverse zero, so at a singular denominator the value carries no physics, and the theorems avoid such points.

```lean
/-- The matrix element `l X φ` between the left vector `l` and the right vector `φ`. -/
def expect (l φ : n → ℂ) (X : Matrix n n ℂ) : ℂ := l ⬝ᵥ X *ᵥ φ
```

`expect l φ X` is $lX\varphi=\sum_{ij} l_i X_{ij}\varphi_j$, with no complex conjugation. The vector $l$ therefore already holds the components of the bra. In coupled-cluster theory $\varphi$ is the reference determinant and $l$ is $\langle\varphi|(1+\Lambda)$ with a de-excitation operator $\Lambda$; here both vectors are free.

```lean
/-- The coupled-cluster Green's function
`l ā†_q (z + H̄ - E)⁻¹ ā_p φ + l ā_p (z - H̄ + E)⁻¹ ā†_q φ`, with `ā†_q` the transform of `a_q†`. -/
def green (a : ι → Matrix n n ℂ) (H T : Matrix n n ℂ) (E : ℂ) (l φ : n → ℂ) (p q : ι)
    (z : ℂ) : ℂ :=
  expect l φ (bar T (a q)ᴴ * res (bar T H - E • 1) z * bar T (a p)) +
    expect l φ (bar T (a p) * res (E • 1 - bar T H) z * bar T (a q)ᴴ)
```

In ordinary notation,
$$G_{pq}(z) = l\,\overline{a_q^\dagger}\,(z+\bar H-E)^{-1}\,\bar a_p\,\varphi + l\,\bar a_p\,(z-\bar H+E)^{-1}\,\overline{a_q^\dagger}\,\varphi .$$
The first term removes an electron and the second adds one. The expression `bar T (a q)ᴴ` is the transform of $a_q^\dagger$, and this transform is in general not the adjoint of $\bar a_q$. Both terms take the same complex $z$, with no infinitesimal shift off the real axis.

```lean
/-- The frequencies `z` for which `E - z` and `E + z` both avoid the spectrum of `H`. -/
def regularSet (H : Matrix n n ℂ) (E : ℂ) : Set ℂ :=
  {z | E - z ∉ spectrum ℂ H ∧ E + z ∉ spectrum ℂ H}
```

A frequency $z$ is regular when neither $E-z$ nor $E+z$ is an eigenvalue of $H$. The whole spectrum counts, with no sorting by particle number, so the excluded points are candidates for poles and need not all be poles. If $E$ is itself an eigenvalue, $z=0$ is excluded.

## The similarity transform

```lean
/-- `exp(-T)` is a left inverse of `exp(T)`. -/
theorem exp_neg_mul_exp (T : Matrix n n ℂ) : exp (-T) * exp T = 1 := by
  rw [← Matrix.exp_add_of_commute _ _ (Commute.refl T).neg_left, neg_add_cancel, exp_zero]
```

Since $-T$ commutes with $T$, $e^{-T}e^{T}=e^{-T+T}=\mathbb 1$, and the three rewrites are these steps.

```lean
/-- The transformed operators `ā_p` and `ā†_q` again anticommute to `δ_pq`. -/
theorem bar_car {a : ι → Matrix n n ℂ} (ha : MixedCAR a) (T : Matrix n n ℂ) (p q : ι) :
    bar T (a p) * bar T (a q)ᴴ + bar T (a q)ᴴ * bar T (a p) = if p = q then 1 else 0 := by
  have h' : exp T * exp (-T) = 1 := mul_eq_one_comm.mp (exp_neg_mul_exp T)
  -- the similarity transform is multiplicative
  have hm : ∀ X Y, bar T X * bar T Y = exp (-T) * (X * Y) * exp T := by
    intro X Y
    calc bar T X * bar T Y = exp (-T) * X * (exp T * exp (-T)) * Y * exp T := by
          simp only [bar, mul_assoc]
      _ = exp (-T) * (X * Y) * exp T := by
          rw [h', mul_one]
          simp only [mul_assoc]
  rw [hm, hm, ← add_mul, ← mul_add, ha p q]
  split_ifs
  · rw [mul_one, exp_neg_mul_exp]
  · simp
```

For square matrices a left inverse is also a right inverse, so $e^{T}e^{-T}=\mathbb 1$ (`h'`). Then $\bar X\bar Y = e^{-T}X e^{T}e^{-T}Y e^{T} = e^{-T}XYe^{T}$ (`hm`), and
$$\bar a_p\overline{a_q^\dagger}+\overline{a_q^\dagger}\bar a_p = e^{-T}\{a_p,a_q^\dagger\}e^{T}=\delta_{pq}\mathbb 1 .$$
`split_ifs` treats $p=q$ and $p\ne q$ separately.

```lean
/-- `E - z` and `E + z` avoid the spectrum of `H` exactly when both denominators
`z + H̄ - E` and `z - H̄ + E` have nonzero determinant. -/
theorem regular_iff (H T : Matrix n n ℂ) (E z : ℂ) :
    z ∈ regularSet H E ↔
      (z • (1 : Matrix n n ℂ) + (bar T H - E • 1)).det ≠ 0 ∧
        (z • (1 : Matrix n n ℂ) + (E • 1 - bar T H)).det ≠ 0 := by
  have hd : (exp (-T)).det * (exp T).det = 1 := by
    rw [← det_mul, exp_neg_mul_exp, det_one]
  -- `H̄` and `H` have the same characteristic determinant
  have key : ∀ r : ℂ, r ∉ spectrum ℂ H ↔ (r • (1 : Matrix n n ℂ) - bar T H).det ≠ 0 := by
    intro r
    have h1 : r • (1 : Matrix n n ℂ) - bar T H = exp (-T) * (r • 1 - H) * exp T := by
      simp only [bar, mul_sub, sub_mul, mul_smul_comm, smul_mul_assoc, mul_one, exp_neg_mul_exp]
    have h2 : (r • (1 : Matrix n n ℂ) - bar T H).det = (r • (1 : Matrix n n ℂ) - H).det := by
      rw [h1, det_mul, det_mul]
      linear_combination (r • (1 : Matrix n n ℂ) - H).det * hd
    rw [h2, spectrum.mem_iff, not_not, Algebra.algebraMap_eq_smul_one,
      Matrix.isUnit_iff_isUnit_det, isUnit_iff_ne_zero]
  have e1 : z • (1 : Matrix n n ℂ) + (bar T H - E • 1) = -((E - z) • 1 - bar T H) := by module
  have e2 : z • (1 : Matrix n n ℂ) + (E • 1 - bar T H) = (E + z) • 1 - bar T H := by module
  have hs : (-1 : ℂ) ^ Fintype.card n ≠ 0 := pow_ne_zero _ (by norm_num)
  rw [regularSet, Set.mem_ofPred_eq, key (E - z), key (E + z), e1, e2, det_neg, mul_ne_zero_iff]
  tauto
```

For complex $r$ we have $r-\bar H = e^{-T}(r-H)e^{T}$ (`h1`). Taking determinants with $\det e^{-T}\det e^{T}=1$ (`hd`) gives $\det(r-\bar H)=\det(r-H)$ (`h2`), and $r$ lies outside the spectrum of $H$ exactly when this is nonzero (`key`). The denominators are $z+\bar H-E=-[(E-z)-\bar H]$ (`e1`) and $z-\bar H+E=(E+z)-\bar H$ (`e2`). The sign contributes the nonzero factor $(-1)^d$. Regularity of $z$ is thus invertibility of both denominators, for every $T$.

## Matrix elements of a resolvent

```lean
/-- The matrix element `l A X⁻¹ B φ` is continuous in `X` at every invertible matrix. -/
theorem continuousAt_expect_inv (l φ : n → ℂ) (A B : Matrix n n ℂ) {X₀ : Matrix n n ℂ}
    (h : X₀.det ≠ 0) : ContinuousAt (fun X : Matrix n n ℂ => expect l φ (A * X⁻¹ * B)) X₀ := by
  have h1 : ContinuousAt (fun X : Matrix n n ℂ => X⁻¹) X₀ :=
    continuousAt_matrix_inv X₀ (by rw [Ring.inverse_eq_inv']; exact continuousAt_inv₀ h)
  have h2 : Continuous fun Y : Matrix n n ℂ => expect l φ (A * Y * B) := by
    unfold expect
    fun_prop
  exact (h2.tendsto X₀⁻¹).comp h1
```

For fixed matrices $A,B$, the map $X\mapsto lAX^{-1}B\varphi$ is continuous at each $X_0$ with $\det X_0\neq0$. Inversion is the adjugate divided by the determinant, hence continuous there (`h1`), and $Y\mapsto lAYB\varphi$ is linear in the entries of $Y$ (`h2`).

```lean
/-- Where `z + M` is invertible, `l A (z + M)⁻¹ B φ` has complex derivative
`-l A (z + M)⁻² B φ`. -/
theorem hasDerivAt_expect_res (l φ : n → ℂ) (A B M : Matrix n n ℂ) {z : ℂ}
    (h : (z • (1 : Matrix n n ℂ) + M).det ≠ 0) :
    HasDerivAt (fun w => expect l φ (A * res M w * B))
      (-expect l φ (A * res M z * res M z * B)) z := by
  rw [mul_assoc (A * res M z), hasDerivAt_iff_tendsto_slope]
  have hc : Continuous fun w : ℂ => w • (1 : Matrix n n ℂ) + M :=
    (continuous_id.smul continuous_const).add continuous_const
  have h1 : Tendsto (fun w => -expect l φ (A * res M w * (res M z * B))) (𝓝 z)
      (𝓝 (-expect l φ (A * res M z * (res M z * B)))) :=
    ((continuousAt_expect_inv l φ A (res M z * B) h).tendsto.comp (hc.tendsto z)).neg
  have hdet : ∀ᶠ w in 𝓝 z, (w • (1 : Matrix n n ℂ) + M).det ≠ 0 :=
    hc.matrix_det.continuousAt.eventually_ne h
  refine (h1.mono_left nhdsWithin_le_nhds).congr' ?_
  filter_upwards [hdet.filter_mono nhdsWithin_le_nhds, self_mem_nhdsWithin] with w hw hwz
  have hne : w - z ≠ 0 := sub_ne_zero.mpr hwz
  have l1 : res M w * (w • (1 : Matrix n n ℂ) + M) = 1 := nonsing_inv_mul _ hw.isUnit
  have l2 : (z • (1 : Matrix n n ℂ) + M) * res M z = 1 := mul_nonsing_inv _ h.isUnit
  -- first resolvent identity
  have hid : res M w - res M z = (z - w) • (res M w * res M z) := by
    calc res M w - res M z
        = res M w * ((z • 1 + M) * res M z) - res M w * (w • 1 + M) * res M z := by
          rw [l1, l2, mul_one, one_mul]
      _ = (z - w) • (res M w * res M z) := by
          simp only [mul_add, add_mul, mul_smul_comm, smul_mul_assoc, mul_one, one_mul,
            mul_assoc]
          module
  have e : A * res M w * B = A * res M z * B + (z - w) • (A * res M w * (res M z * B)) := by
    calc A * res M w * B = A * res M z * B + A * (res M w - res M z) * B := by noncomm_ring
      _ = A * res M z * B + (z - w) • (A * res M w * (res M z * B)) := by
          rw [hid]
          simp only [mul_smul_comm, smul_mul_assoc, mul_assoc]
  simp only [slope_def_field]
  rw [eq_div_iff hne, e]
  simp only [expect, add_mulVec, smul_mulVec, dotProduct_add, dotProduct_smul, smul_eq_mul]
  ring
```

`HasDerivAt f c z` says that $f$ has complex derivative $c$ at $z$. Write $R=R_M$, let $z+M$ be invertible, and take $w\neq z$ near enough that $w+M$ is invertible too (`hdet`). Inserting $(z+M)R(z)=\mathbb 1$ and $R(w)(w+M)=\mathbb 1$ (`l2`, `l1`) gives
$$R(w)-R(z)=R(w)(z+M)R(z)-R(w)(w+M)R(z)=(z-w)R(w)R(z),$$
which is `hid`. With $f(w)=lAR(w)B\varphi$ the difference quotient is
$$\frac{f(w)-f(z)}{w-z}=-\,lAR(w)R(z)B\varphi ,$$
and by the previous lemma it tends to $-lAR(z)^2B\varphi$ as $w\to z$ (`h1`). The rewrite `hasDerivAt_iff_tendsto_slope` turns the derivative into this limit, and `filter_upwards` collects the conditions on $w$.

```lean
/-- For large `|z|` the matrix `z + M` is invertible, and `z l A (z + M)⁻¹ B φ` tends to
`l A B φ` as `z → ∞`. -/
theorem expect_res_large (l φ : n → ℂ) (A B M : Matrix n n ℂ) :
    (∀ᶠ z in cobounded ℂ, (z • (1 : Matrix n n ℂ) + M).det ≠ 0) ∧
      Tendsto (fun z => z * expect l φ (A * res M z * B)) (cobounded ℂ)
        (𝓝 (expect l φ (A * B))) := by
  have hi : Tendsto (fun z : ℂ => z⁻¹) (cobounded ℂ) (𝓝 0) := tendsto_inv₀_cobounded
  have h0 : Tendsto (fun z : ℂ => 1 + z⁻¹ • M) (cobounded ℂ) (𝓝 1) := by
    simpa using (hi.smul_const M).const_add 1
  have hz : ∀ᶠ z in cobounded ℂ, z ≠ 0 := eventually_ne_cobounded 0
  -- factor `z + M = (1 + M / z) z`
  have fac : ∀ z : ℂ, z ≠ 0 →
      z • (1 : Matrix n n ℂ) + M = (1 + z⁻¹ • M) * (z • (1 : Matrix n n ℂ)) := by
    intro z h
    rw [mul_smul_comm, mul_one, smul_add, smul_smul, mul_inv_cancel₀ h, one_smul]
  constructor
  · have hdc : Continuous fun X : Matrix n n ℂ => X.det := continuous_id.matrix_det
    have hd : ∀ᶠ z : ℂ in cobounded ℂ, (1 + z⁻¹ • M).det ≠ 0 :=
      ((hdc.tendsto 1).comp h0).eventually_ne (by simp)
    filter_upwards [hd, hz] with z h1 h2
    rw [fac z h2, det_mul, det_smul, det_one]
    exact mul_ne_zero h1 (mul_ne_zero (pow_ne_zero _ h2) one_ne_zero)
  · have h1 : Tendsto (fun z : ℂ => expect l φ (A * (1 + z⁻¹ • M)⁻¹ * B)) (cobounded ℂ)
        (𝓝 (expect l φ (A * (1 : Matrix n n ℂ)⁻¹ * B))) :=
      (continuousAt_expect_inv l φ A B (X₀ := 1) (by simp)).tendsto.comp h0
    rw [inv_one, mul_one] at h1
    refine h1.congr' ?_
    filter_upwards [hz] with z h
    have hs : (z • (1 : Matrix n n ℂ))⁻¹ = z⁻¹ • (1 : Matrix n n ℂ) :=
      Matrix.inv_eq_right_inv
        (by rw [smul_mul_assoc, one_mul, smul_smul, mul_inv_cancel₀ h, one_smul])
    rw [res, fac z h, Matrix.mul_inv_rev, hs]
    simp only [expect, smul_mul_assoc, mul_smul_comm, one_mul, smul_mulVec, dotProduct_smul,
      smul_eq_mul]
    exact (mul_inv_cancel_left₀ h _).symm
```

The filter `cobounded ℂ` means $|z|\to\infty$ in any direction, and `∀ᶠ z in cobounded ℂ` means "for all sufficiently large $|z|$". For $z\ne0$, $z+M=(\mathbb 1+M/z)\,z$ (`fac`), and $\mathbb 1+M/z\to\mathbb 1$ (`h0`). Its determinant tends to $1$, so $\det(z+M)=z^d\det(\mathbb 1+M/z)$ is eventually nonzero. Inverting the factorisation gives $zR_M(z)=(\mathbb 1+M/z)^{-1}$, and continuity of inversion at $\mathbb 1$ yields $z\,lAR_M(z)B\varphi\to lAB\varphi$.

## The theorems for $G_{pq}$

```lean
omit [DecidableEq ι] in
/-- Where `E - z` and `E + z` avoid the spectrum of `H`, the derivative of `G_pq` is minus the
same expression with both resolvents squared. -/
theorem green_hasDerivAt (a : ι → Matrix n n ℂ) (H T : Matrix n n ℂ) (E : ℂ) (l φ : n → ℂ)
    (p q : ι) {z : ℂ} (hz : z ∈ regularSet H E) :
    HasDerivAt (green a H T E l φ p q)
      (-expect l φ (bar T (a q)ᴴ * res (bar T H - E • 1) z * res (bar T H - E • 1) z *
          bar T (a p)) -
        expect l φ (bar T (a p) * res (E • 1 - bar T H) z * res (E • 1 - bar T H) z *
          bar T (a q)ᴴ)) z := by
  obtain ⟨h1, h2⟩ := (regular_iff H T E z).mp hz
  exact ((hasDerivAt_expect_res l φ (bar T (a q)ᴴ) (bar T (a p)) _ h1).fun_add
    (hasDerivAt_expect_res l φ (bar T (a p)) (bar T (a q)ᴴ) _ h2)).congr_deriv (by ring)
```

At a regular $z$,
$$G_{pq}'(z)=-l\,\overline{a_q^\dagger}(z+\bar H-E)^{-2}\bar a_p\varphi-l\,\bar a_p(z-\bar H+E)^{-2}\overline{a_q^\dagger}\varphi .$$
`regular_iff` supplies both nonzero determinants, and the derivative lemma is applied with $M=\bar H-E$ and with $M=E-\bar H$. The matrices $a_p$ and the vectors $l,\varphi$ are unrestricted here.

```lean
omit [DecidableEq ι] in
/-- The set where `E - z` and `E + z` avoid the spectrum of `H` is open, and `G_pq` is
holomorphic on it. -/
theorem green_holomorphic (a : ι → Matrix n n ℂ) (H T : Matrix n n ℂ) (E : ℂ) (l φ : n → ℂ)
    (p q : ι) :
    IsOpen (regularSet H E) ∧ AnalyticOnNhd ℂ (green a H T E l φ p q) (regularSet H E) := by
  have ho : ∀ M : Matrix n n ℂ, IsOpen {z : ℂ | (z • (1 : Matrix n n ℂ) + M).det ≠ 0} :=
    fun M => isOpen_ne_fun
      ((continuous_id.smul continuous_const).add continuous_const).matrix_det continuous_const
  have hs : regularSet H E = {z : ℂ | (z • (1 : Matrix n n ℂ) + (bar T H - E • 1)).det ≠ 0} ∩
      {z : ℂ | (z • (1 : Matrix n n ℂ) + (E • 1 - bar T H)).det ≠ 0} :=
    Set.ext fun z => regular_iff H T E z
  have hopen : IsOpen (regularSet H E) := by
    rw [hs]
    exact (ho _).inter (ho _)
  exact ⟨hopen, DifferentiableOn.analyticOnNhd
    (fun z hz => (green_hasDerivAt a H T E l φ p q hz).differentiableAt.differentiableWithinAt)
    hopen⟩
```

The regular set is open and $G_{pq}$ is analytic on it: `AnalyticOnNhd` says that it has a convergent power series around each point of the set. The function $z\mapsto\det(z+M)$ is continuous, so it is nonzero on an open set (`ho`), and the regular set is the intersection of two such sets (`hs`). Complex differentiability on an open set implies analyticity, which is `DifferentiableOn.analyticOnNhd`. Nothing is stated about pole orders, residues or their signs.

```lean
/-- With `{a_p, a_q†} = δ_pq` and `l φ = 1`: for large `|z|` both `E - z` and `E + z` avoid the
spectrum of `H`, and `z G_pq(z)` tends to `δ_pq` as `z → ∞`. -/
theorem green_sum_rule {a : ι → Matrix n n ℂ} (ha : MixedCAR a) (H T : Matrix n n ℂ) (E : ℂ)
    {l φ : n → ℂ} (hl : l ⬝ᵥ φ = 1) (p q : ι) :
    (∀ᶠ z in cobounded ℂ, z ∈ regularSet H E) ∧
      Tendsto (fun z => z * green a H T E l φ p q z) (cobounded ℂ)
        (𝓝 (if p = q then 1 else 0)) := by
  obtain ⟨d1, h1⟩ := expect_res_large l φ (bar T (a q)ᴴ) (bar T (a p)) (bar T H - E • 1)
  obtain ⟨d2, h2⟩ := expect_res_large l φ (bar T (a p)) (bar T (a q)ᴴ) (E • 1 - bar T H)
  refine ⟨(d1.and d2).mono fun z hz => (regular_iff H T E z).mpr hz, ?_⟩
  -- the two limits add up to the anticommutator
  have e : expect l φ (bar T (a q)ᴴ * bar T (a p)) + expect l φ (bar T (a p) * bar T (a q)ᴴ) =
      if p = q then 1 else 0 := by
    unfold expect
    rw [← dotProduct_add, ← add_mulVec, add_comm, bar_car ha]
    split_ifs <;> simp [hl]
  rw [← e]
  simpa only [green, mul_add] using h1.add h2
```

Assume the anticommutation relation and $l\varphi=\sum_i l_i\varphi_i=1$. Then all sufficiently large $z$ are regular and $zG_{pq}(z)\to\delta_{pq}$. The large-$z$ lemma gives one limit for each term, and they add (`e`):
$$l\,\overline{a_q^\dagger}\bar a_p\varphi+l\,\bar a_p\overline{a_q^\dagger}\varphi=l\,\delta_{pq}\mathbb 1\,\varphi=\delta_{pq}.$$
In a finite basis and with the full, unprojected $\bar H$, the coupled-cluster Green's function with $l\varphi=1$ therefore has the same leading term $\delta_{pq}/z$ at large $|z|$ as the exact fermion Green's function, for any $T$, truncated or unconverged. It is holomorphic away from points fixed by $H$ and $E$. If $E$ is taken as the coupled-cluster energy $\langle\varphi|\bar H|\varphi\rangle$, these points can still depend on $T$ through $E$.

A program need not form the inverse. For each $z$ and $p$ it can solve the linear system $(z+\bar H-E)x=\bar a_p\varphi$ for the vector $x$ and contract $x$ with $l\,\overline{a_q^\dagger}$, and likewise for the addition term. The first limit equals $l e^{-T}a_q^\dagger a_p e^{T}\varphi$, a one-particle density matrix element. Comparing $zG_{pq}(z)$ at large imaginary $z$ with $\delta_{pq}$ tests the anticommutator of the transformed operators and the normalisation $l\varphi=1$, but not $\bar H$, $E$ or the amplitudes in $T$, which drop out of the limit. If the linear system is restricted to a subspace, such as one-hole and two-hole-one-particle configurations, the eigenvalues of the projected $\bar H$ take the place of those of $H$, a case that the theorems above leave untreated.

## A two-orbital example

```lean
/-- Jordan-Wigner annihilation matrices of two modes in the basis `00, 01, 10, 11`. -/
def jordanWigner : Fin 2 → Matrix (Fin 4) (Fin 4) ℂ :=
  ![!![0, 0, 1, 0; 0, 0, 0, 1; 0, 0, 0, 0; 0, 0, 0, 0],
    !![0, 1, 0, 0; 0, 0, 0, 0; 0, 0, 0, -1; 0, 0, 0, 0]]
```

The digits of a basis label are the occupations of orbitals $0$ and $1$. The matrix $a_0$ sends $|10\rangle\mapsto|00\rangle$ and $|11\rangle\mapsto|01\rangle$. The matrix $a_1$ sends $|01\rangle\mapsto|00\rangle$ and $|11\rangle\mapsto-|10\rangle$, where the sign records that orbital $0$ is occupied. All other basis states go to zero.

```lean
/-- The two-mode Jordan-Wigner matrices obey `{a_p, a_q†} = δ_pq`, and `l = φ = (1, 0, 0, 0)`
has `l φ = 1`. -/
theorem car_witness :
    MixedCAR jordanWigner ∧ (![1, 0, 0, 0] : Fin 4 → ℂ) ⬝ᵥ ![1, 0, 0, 0] = 1 := by
  constructor
  · intro p q
    ext i j
    simp only [Matrix.add_apply, Matrix.mul_apply, Matrix.conjTranspose_apply,
      Fin.sum_univ_four]
    fin_cases p <;> fin_cases q <;> fin_cases i <;> fin_cases j <;>
      simp [jordanWigner]
  · simp [dotProduct, Fin.sum_univ_four]

end

end CoupledClusterGreen
```

These matrices satisfy `MixedCAR`, and $l=\varphi=(1,0,0,0)$, the vacuum $|00\rangle$, has $l\varphi=1$, so `green_sum_rule` applies to them with any $4\times4$ matrices $H,T$ and any $E$. The proof writes each product as a sum of four terms, and `fin_cases` runs through the four pairs $(p,q)$ and the sixteen entries.

```lean
#print axioms CoupledClusterGreen.green_holomorphic
#print axioms CoupledClusterGreen.green_sum_rule
```

```
'CoupledClusterGreen.green_holomorphic' depends on axioms: [propext, Classical.choice, Quot.sound]
'CoupledClusterGreen.green_sum_rule' depends on axioms: [propext, Classical.choice, Quot.sound]
```
